# Matrix powers grow at most linearly when the resolvent is bounded by $K/(|z|-1)$ outside the unit disc

## Error growth in a repeated linear update

Before running $k$ steps of an iteration, one budgets for how much an error already present can be magnified. If each step multiplies the error by the same square matrix $A$, an initial error $\delta_0$ becomes $\delta_k=A^k\delta_0$, and the budget is a bound on $\|A^k\|$. In electronic-structure work $A$ can be the error matrix of a self-consistent-field iteration with fixed mixing, linearised about its solution and written in a finite basis.

Eigenvalues alone do not supply such a bound. The matrix
$$A=\begin{pmatrix}0&g\\0&0\end{pmatrix}$$
has only the eigenvalue zero, yet its first step can magnify an error by $|g|$. The resolvent, or Green's matrix, $R(z)=(z-A)^{-1}$ carries the missing information. Here $A$ is a step matrix and not a Hamiltonian, so $z$ is a growth factor per step and not an energy.

The condition on $A$ is that $z-A$ is invertible and
$$\|R(z)\|\le\frac{K}{|z|-1}\qquad\text{for every complex } z \text{ with } |z|>1 .$$
The constant $K$ limits the response to driving. If a source $z^n f$ is added at step $n$, the update $x_{n+1}=Ax_n+z^n f$ started from $x_0=R(z)f$ has the solution $x_n=z^nR(z)f$, and $K$ controls the size of $R(z)f$ as $|z|$ approaches 1.

## The bound and its Lean form

Under this condition,
$$\|A^k\|\le e\,K\,(k+1)\qquad\text{for every integer } k\ge 0,$$
where $e$ is Euler's number. The Kreiss matrix theorem, which is not proved here, gives $\|A^k\|\le e\,K\,N$ for an $N\times N$ matrix under the same condition. The powers of a fixed matrix therefore stay bounded, and the linear bound does not describe their behaviour at large $k$. It contains no dimension and is the smaller of the two bounds while $k+1<N$.

The theorem `matrix_norm_pow_le` states this for `Matrix n n ℂ`, with `n` a finite index type. The norm is the Euclidean operator norm, that is, the largest singular value. `IsUnit` expresses the invertibility of $z-A$, and `Real.exp 1` is Euler's number. The sign of `K` is not assumed.

The more general `norm_pow_le` concerns an element `a` of a complete normed complex algebra `𝔸`, which may be infinite-dimensional. There the condition is called `KreissBound a K`, and `resolvent a z` stands for $(z-a)^{-1}$. Membership in `resolventSet ℂ a` says that $z-a$ is invertible, so the value Lean gives to the inverse of a singular element plays no part.

The resolvent bound is assumed for all $|z|>1$; obtaining $K$ for a given matrix is a separate task. The model replaces the nonlinear update of a real self-consistent calculation by one fixed linear map.

## From the resolvent to the powers

Multiplying out $(z-A)R(z)=1$ gives the resolvent equation
$$zR(z)=1+AR(z).$$

Since $R$ is holomorphic for $|z|>1$, Cauchy's theorem on an annulus shows that $\oint_{|z|=r}R(z)\,dz$ is the same for every $r>1$. All circles run counterclockwise about the origin.

To find its value, divide the resolvent equation by $z$. On a circle of radius $s>1$,
$$\left\|R(z)-\frac1z\right\|=\left\|\frac1z AR(z)\right\|\le\frac{\|A\|K}{s(s-1)}.$$
The circle has length $2\pi s$, and $\oint dz/z=2\pi i$. Hence
$$\left\|\oint_{|z|=s}R(z)\,dz-2\pi i\,1\right\|\le\frac{2\pi\|A\|K}{s-1}.$$
The left side does not depend on $s$, and the right side tends to zero as $s\to\infty$. Therefore $\oint R(z)\,dz=2\pi i\,1$ on every circle of radius above one.

Now let $I_k=\oint_{|z|=r}z^kR(z)\,dz$. Multiplying the resolvent equation by $z^k$ and integrating gives
$$I_{k+1}=\oint z^k\,dz\;1+A I_k=AI_k,$$
because $\oint z^k\,dz=0$ for $k\ge0$. With $I_0=2\pi i\,1$, induction yields $I_k=2\pi i\,A^k$.

Estimating this integral by length times largest integrand gives
$$2\pi\|A^k\|\le 2\pi r\cdot r^k\frac{K}{r-1},
\qquad\text{so}\qquad
\|A^k\|\le\frac{r^{k+1}K}{r-1}.$$

Choose $r=1+1/(k+1)$. Then $1/(r-1)=k+1$, and $1+x\le e^x$ with $x=1/(k+1)$ gives $r^{k+1}\le e$. The condition at $z=2$ reads $0\le\|R(2)\|\le K$, so $K$ is nonnegative and the two estimates combine to $\|A^k\|\le eK(k+1)$.

## Zero steps

For $k=0$ the theorem gives $\|1\|\le eK$. The bound at radius $r$ gives more: $\|1\|\le rK/(r-1)$, and letting $r\to\infty$ yields $\|1\|\le K$. A matrix with at least one row therefore needs $K\ge1$.

## The Lean development

```lean
import Mathlib

open Metric

namespace KreissResolvent

noncomputable section

variable {𝔸 : Type*} [NormedRing 𝔸] [NormedAlgebra ℂ 𝔸]

/-- The Kreiss resolvent condition with constant `K`: for every `|z| > 1` the element `z - a` is
invertible and its inverse has norm at most `K / (|z| - 1)`. -/
def KreissBound (a : 𝔸) (K : ℝ) : Prop :=
  ∀ z : ℂ, 1 < ‖z‖ → z ∈ resolventSet ℂ a ∧ ‖resolvent a z‖ ≤ K / (‖z‖ - 1)

/-- The resolvent equation `z R(z) = 1 + a R(z)` for `R(z) = (z - a)⁻¹`, valid wherever `z - a` is
invertible. -/
theorem smul_resolvent {a : 𝔸} {z : ℂ} (hz : z ∈ resolventSet ℂ a) :
    z • resolvent a z = 1 + a * resolvent a z := by
  have h : (algebraMap ℂ 𝔸 z - a) * resolvent a z = 1 := Ring.mul_inverse_cancel _ hz
  rw [sub_mul, ← Algebra.smul_def] at h
  exact sub_eq_iff_eq_add.mp h

/-- An element with `a² = 0` satisfies the Kreiss resolvent condition with
constant `‖1‖ + ‖a‖`. -/
theorem kreissBound_of_mul_self_eq_zero {a : 𝔸} (ha : a * a = 0) :
    KreissBound a (‖(1 : 𝔸)‖ + ‖a‖) := by
  intro z hz
  have hz0 : z ≠ 0 := norm_pos_iff.mp (by linarith)
  -- the Neumann series stops after two terms
  have h1 : (algebraMap ℂ 𝔸 z - a) * (z⁻¹ • (1 : 𝔸) + (z⁻¹ ^ 2) • a) = 1 := by
    simp only [Algebra.algebraMap_eq_smul_one, sub_mul, mul_add, smul_mul_assoc,
      mul_smul_comm, one_mul, mul_one, ha]
    match_scalars <;> field_simp
    ring
  have h2 : (z⁻¹ • (1 : 𝔸) + (z⁻¹ ^ 2) • a) * (algebraMap ℂ 𝔸 z - a) = 1 := by
    simp only [Algebra.algebraMap_eq_smul_one, mul_sub, add_mul, smul_mul_assoc,
      mul_smul_comm, one_mul, mul_one, ha, smul_zero, add_zero]
    match_scalars <;> field_simp
    ring
  have hu : IsUnit (algebraMap ℂ 𝔸 z - a) := ⟨⟨_, _, h1, h2⟩, rfl⟩
  have hR : resolvent a z = z⁻¹ • (1 : 𝔸) + (z⁻¹ ^ 2) • a :=
    left_inv_eq_right_inv (Ring.inverse_mul_cancel _ hu) h1
  refine ⟨hu, ?_⟩
  have hp0 : 0 ≤ ‖z‖⁻¹ := by positivity
  have hp1 : ‖z‖⁻¹ ≤ 1 := inv_le_one_of_one_le₀ hz.le
  have hpq : ‖z‖⁻¹ ≤ (‖z‖ - 1)⁻¹ := inv_anti₀ (by linarith) (by linarith)
  have hp2 : ‖z‖⁻¹ ^ 2 ≤ (‖z‖ - 1)⁻¹ := by nlinarith
  calc ‖resolvent a z‖ ≤ ‖z⁻¹ • (1 : 𝔸)‖ + ‖(z⁻¹ ^ 2) • a‖ := by
        rw [hR]; exact norm_add_le _ _
    _ = ‖z‖⁻¹ * ‖(1 : 𝔸)‖ + ‖z‖⁻¹ ^ 2 * ‖a‖ := by
        rw [norm_smul, norm_smul, norm_pow, norm_inv]
    _ ≤ (‖z‖ - 1)⁻¹ * ‖(1 : 𝔸)‖ + (‖z‖ - 1)⁻¹ * ‖a‖ :=
        add_le_add (mul_le_mul_of_nonneg_right hpq (norm_nonneg _))
          (mul_le_mul_of_nonneg_right hp2 (norm_nonneg _))
    _ = (‖(1 : 𝔸)‖ + ‖a‖) / (‖z‖ - 1) := by ring

variable [CompleteSpace 𝔸] {a : 𝔸} {K : ℝ}

/-- Under the Kreiss condition the resolvent is continuous outside the closed unit disc. -/
theorem continuousOn_resolvent (h : KreissBound a K) :
    ContinuousOn (fun z : ℂ => resolvent a z) {z | 1 < ‖z‖} := fun z hz =>
  (spectrum.hasDerivAt_resolvent_const_left (h z hz).1).continuousAt.continuousWithinAt

/-- Under the Kreiss condition the contour integral of the resolvent is the same over any two
circles about the origin with radii above one. -/
theorem circleIntegral_radius (h : KreissBound a K) {r s : ℝ} (hr : 1 < r) (hs : r ≤ s) :
    (∮ z in C(0, r), resolvent a z) = ∮ z in C(0, s), resolvent a z := by
  refine (Complex.circleIntegral_eq_of_differentiable_on_annulus_off_countable
    (by linarith) hs Set.countable_empty
    ((continuousOn_resolvent h).mono fun z hz => ?_) fun z hz => ?_).symm
  · have hz2 : r ≤ ‖z‖ := by simpa using hz.2
    exact lt_of_lt_of_le hr hz2
  · have hz2 : r < ‖z‖ := by simpa using hz.1.2
    exact (spectrum.hasDerivAt_resolvent_const_left (h z (hr.trans hz2)).1).differentiableAt

/-- Under the Kreiss condition the resolvent integrates to `2πi` times the identity over every
circle about the origin of radius above one. -/
theorem circleIntegral_resolvent (h : KreissBound a K) {r : ℝ} (hr : 1 < r) :
    (∮ z in C(0, r), resolvent a z) = (2 * Real.pi * Complex.I : ℂ) • (1 : 𝔸) := by
  -- on a circle of radius `s` the resolvent differs from `1/z` by `O(1/s²)`
  have key : ∀ s : ℝ, r ≤ s →
      ‖(∮ z in C(0, r), resolvent a z) - (2 * Real.pi * Complex.I : ℂ) • (1 : 𝔸)‖ * (s - 1)
        ≤ 2 * Real.pi * (‖a‖ * K) := by
    intro s hs
    have hs1 : 1 < s := by linarith
    have hs0 : 0 < s := by linarith
    have hne : ∀ z ∈ sphere (0 : ℂ) s, z ≠ 0 := fun z hz =>
      norm_pos_iff.mp (by rw [mem_sphere_zero_iff_norm.mp hz]; exact hs0)
    have hinv : (∮ z in C(0, s), z⁻¹ • (1 : 𝔸))
        = (2 * Real.pi * Complex.I : ℂ) • (1 : 𝔸) := by
      have h0 := circleIntegral.integral_sub_center_inv (0 : ℂ) hs0.ne'
      simp only [sub_zero] at h0
      rw [circleIntegral.integral_smul_const, h0]
    have hc1 : CircleIntegrable (fun z : ℂ => z⁻¹ • (1 : 𝔸)) 0 s :=
      ContinuousOn.circleIntegrable hs0.le
        ((continuousOn_id.inv₀ hne).smul continuousOn_const)
    have hc2 : CircleIntegrable (fun z : ℂ => resolvent a z) 0 s :=
      ContinuousOn.circleIntegrable hs0.le ((continuousOn_resolvent h).mono fun z hz => by
        rw [Set.mem_ofPred_eq, mem_sphere_zero_iff_norm.mp hz]; exact hs1)
    rw [circleIntegral_radius h hr hs, ← hinv, ← circleIntegral.integral_sub hc2 hc1]
    have hb : ∀ z ∈ sphere (0 : ℂ) s,
        ‖resolvent a z - z⁻¹ • (1 : 𝔸)‖ ≤ s⁻¹ * (‖a‖ * (K / (s - 1))) := by
      intro z hz
      have hn : ‖z‖ = s := mem_sphere_zero_iff_norm.mp hz
      obtain ⟨hu, hK⟩ := h z (by rw [hn]; exact hs1)
      have e : resolvent a z - z⁻¹ • (1 : 𝔸) = z⁻¹ • (a * resolvent a z) := by
        calc resolvent a z - z⁻¹ • (1 : 𝔸)
            = z⁻¹ • (z • resolvent a z) - z⁻¹ • (1 : 𝔸) := by rw [inv_smul_smul₀ (hne z hz)]
          _ = _ := by rw [smul_resolvent hu, smul_add, add_sub_cancel_left]
      rw [hn] at hK
      rw [e, norm_smul, norm_inv, hn]
      exact mul_le_mul_of_nonneg_left ((norm_mul_le _ _).trans
        (mul_le_mul_of_nonneg_left hK (norm_nonneg _))) (by positivity)
    have hs2 : s - 1 ≠ 0 := by linarith
    refine (mul_le_mul_of_nonneg_right
      (circleIntegral.norm_integral_le_of_norm_le_const hs0.le hb) (by linarith)).trans
      (le_of_eq ?_)
    field_simp
  -- letting the radius grow forces the difference to vanish
  by_contra hne
  have hD := norm_pos_iff.mpr (sub_ne_zero.mpr hne)
  generalize ‖(∮ z in C(0, r), resolvent a z)
    - (2 * Real.pi * Complex.I : ℂ) • (1 : 𝔸)‖ = D at key hD
  generalize 2 * Real.pi * (‖a‖ * K) = M at key
  have hk := key (r + |M| / D) (le_add_of_nonneg_right (by positivity))
  have e : D * (|M| / D) = |M| := by field_simp
  have hpos := mul_pos hD (sub_pos.mpr hr)
  nlinarith [le_abs_self M]

/-- Under the Kreiss condition the powers of `a` are contour moments of the resolvent:
`∮ zᵏ R(z) dz = 2πi aᵏ`, with `R(z) = (z - a)⁻¹`, over any circle about the origin of radius above
one. -/
theorem circleIntegral_pow_resolvent (h : KreissBound a K) {r : ℝ} (hr : 1 < r) (k : ℕ) :
    (∮ z in C(0, r), z ^ k • resolvent a z) = (2 * Real.pi * Complex.I : ℂ) • a ^ k := by
  have hr0 : 0 ≤ r := by linarith
  have hout : ∀ z ∈ sphere (0 : ℂ) r, 1 < ‖z‖ := fun z hz => by
    rw [mem_sphere_zero_iff_norm.mp hz]; exact hr
  have hc : ∀ m : ℕ, CircleIntegrable (fun z : ℂ => z ^ m • resolvent a z) 0 r := fun m =>
    ContinuousOn.circleIntegrable hr0
      ((continuous_pow m).continuousOn.smul ((continuousOn_resolvent h).mono hout))
  induction k with
  | zero =>
    simp only [pow_zero, one_smul]
    exact circleIntegral_resolvent h hr
  | succ k ih =>
    have h1 : CircleIntegrable (fun z : ℂ => z ^ k • (1 : 𝔸)) 0 r :=
      ContinuousOn.circleIntegrable hr0
        ((continuous_pow k).continuousOn.smul continuousOn_const)
    have hzero : (∮ z in C(0, r), z ^ k • (1 : 𝔸)) = 0 := by
      have h0 := circleIntegral.integral_sub_zpow_of_ne (n := (k : ℤ)) (by omega) 0 0 r
      simp only [sub_zero, zpow_natCast] at h0
      rw [circleIntegral.integral_smul_const, h0, zero_smul]
    have hmul : (∮ z in C(0, r), a * (z ^ k • resolvent a z))
        = a * ∮ z in C(0, r), z ^ k • resolvent a z := by
      have hL := (ContinuousLinearMap.mul ℂ 𝔸 a).intervalIntegral_comp_comm (hc k).out
      simpa only [circleIntegral, ContinuousLinearMap.mul_apply', mul_smul_comm] using hL
    -- the resolvent equation trades one factor `z` for one factor `a`
    have hstep : (∮ z in C(0, r), (z ^ (k + 1) • resolvent a z - z ^ k • (1 : 𝔸)))
        = ∮ z in C(0, r), a * (z ^ k • resolvent a z) := by
      refine circleIntegral.integral_congr hr0 fun z hz => ?_
      show z ^ (k + 1) • resolvent a z - z ^ k • (1 : 𝔸) = a * (z ^ k • resolvent a z)
      rw [pow_succ, mul_smul, smul_resolvent (h z (hout z hz)).1, smul_add,
        add_sub_cancel_left, mul_smul_comm]
    rw [circleIntegral.integral_sub (hc (k + 1)) h1, hzero, sub_zero, hmul, ih,
      mul_smul_comm, ← pow_succ'] at hstep
    exact hstep

/-- Under the Kreiss condition every radius `r > 1` gives the bound
`‖aᵏ‖ ≤ rᵏ⁺¹ K / (r - 1)`. -/
theorem norm_pow_le_radius (h : KreissBound a K) {r : ℝ} (hr : 1 < r) (k : ℕ) :
    ‖a ^ k‖ ≤ r ^ (k + 1) * (K / (r - 1)) := by
  have hr0 : 0 ≤ r := by linarith
  have hb : ∀ z ∈ sphere (0 : ℂ) r, ‖z ^ k • resolvent a z‖ ≤ r ^ k * (K / (r - 1)) := by
    intro z hz
    have hn : ‖z‖ = r := mem_sphere_zero_iff_norm.mp hz
    have hK := (h z (by rw [hn]; exact hr)).2
    rw [hn] at hK
    rw [norm_smul, norm_pow, hn]
    exact mul_le_mul_of_nonneg_left hK (by positivity)
  have hI := circleIntegral.norm_integral_le_of_norm_le_const hr0 hb
  have h2 : ‖(2 * Real.pi * Complex.I : ℂ)‖ = 2 * Real.pi := by
    simp [abs_of_pos Real.pi_pos]
  rw [circleIntegral_pow_resolvent h hr, norm_smul, h2] at hI
  refine le_of_mul_le_mul_left (hI.trans (le_of_eq ?_)) Real.two_pi_pos
  ring

/-- If `a` satisfies the Kreiss resolvent condition with constant `K`, its powers grow at most
linearly: `‖aᵏ‖ ≤ e K (k + 1)`. -/
theorem norm_pow_le (h : KreissBound a K) (k : ℕ) :
    ‖a ^ k‖ ≤ Real.exp 1 * K * (k + 1) := by
  have hK : 0 ≤ K := by
    have h2 := (norm_nonneg _).trans (h 2 (by norm_num)).2
    norm_num at h2
    exact h2
  have hk : (0 : ℝ) < k + 1 := by positivity
  -- the circle of radius `1 + 1/(k+1)` balances the two factors
  have hr : (1 : ℝ) < 1 + 1 / (k + 1) := lt_add_of_pos_right _ (by positivity)
  have hexp : (1 + 1 / ((k : ℝ) + 1)) ^ (k + 1) ≤ Real.exp 1 := by
    calc (1 + 1 / ((k : ℝ) + 1)) ^ (k + 1) ≤ Real.exp (1 / ((k : ℝ) + 1)) ^ (k + 1) :=
          pow_le_pow_left₀ (by positivity)
            (by linarith [Real.add_one_le_exp (1 / ((k : ℝ) + 1))]) _
      _ = Real.exp 1 := by
          rw [← Real.exp_nat_mul]
          congr 1
          push_cast
          field_simp
  have hq : K / (1 + 1 / ((k : ℝ) + 1) - 1) = K * (k + 1) := by
    rw [add_sub_cancel_left, div_div_eq_mul_div, div_one]
  have hmain := norm_pow_le_radius h hr k
  rw [hq] at hmain
  calc ‖a ^ k‖ ≤ _ := hmain
    _ ≤ Real.exp 1 * (K * (k + 1)) := mul_le_mul_of_nonneg_right hexp (by positivity)
    _ = Real.exp 1 * K * (k + 1) := by ring

open scoped Matrix.Norms.L2Operator in
/-- Let `A` be a complex square matrix such that for every `|z| > 1` the matrix `z - A` is
invertible with `‖(z - A)⁻¹‖ ≤ K / (|z| - 1)` in the Euclidean operator norm. Then
`‖Aᵏ‖ ≤ e K (k + 1)` for every `k`. -/
theorem matrix_norm_pow_le {n : Type*} [Fintype n] [DecidableEq n] (A : Matrix n n ℂ) {K : ℝ}
    (h : ∀ z : ℂ, 1 < ‖z‖ → IsUnit (z • (1 : Matrix n n ℂ) - A) ∧
      ‖(z • (1 : Matrix n n ℂ) - A)⁻¹‖ ≤ K / (‖z‖ - 1)) (k : ℕ) :
    ‖A ^ k‖ ≤ Real.exp 1 * K * (k + 1) := by
  have : CompleteSpace (Matrix n n ℂ) := FiniteDimensional.complete ℂ _
  have hA : KreissBound A K := by
    intro z hz
    obtain ⟨hu, hb⟩ := h z hz
    rw [Matrix.nonsing_inv_eq_ringInverse, ← Algebra.algebraMap_eq_smul_one] at hb
    rw [← Algebra.algebraMap_eq_smul_one] at hu
    exact ⟨hu, hb⟩
  exact norm_pow_le hA k

end

end KreissResolvent
```

```lean
#print axioms KreissResolvent.kreissBound_of_mul_self_eq_zero
#print axioms KreissResolvent.continuousOn_resolvent
#print axioms KreissResolvent.matrix_norm_pow_le
```

```
'KreissResolvent.kreissBound_of_mul_self_eq_zero' depends on axioms: [propext, Classical.choice, Quot.sound]
'KreissResolvent.continuousOn_resolvent' depends on axioms: [propext, Classical.choice, Quot.sound]
'KreissResolvent.matrix_norm_pow_le' depends on axioms: [propext, Classical.choice, Quot.sound]
```

## Contours, induction and the choice of radius

`smul_resolvent` is the resolvent equation, obtained by expanding $(z-a)R(z)=1$. `continuousOn_resolvent` takes continuity from the known derivative of the resolvent. `circleIntegral_radius` uses the same derivative in Cauchy's theorem for an annulus.

`circleIntegral_resolvent` compares $R(z)$ with $1/z$. Its inequality `key` is the estimate above multiplied by $s-1$. Lean replaces the limit by a contradiction. Let $D$ be the norm of the difference between the integral and $2\pi i\,1$, and let $M=2\pi\|a\|K$. If $D>0$, the radius $s=r+|M|/D$ gives
$$D(s-1)=D(r-1)+|M|>M,$$
contrary to `key`. The final `nlinarith` closes this argument. The local name `e` in this proof labels an equation and is not Euler's number.

`circleIntegral_pow_resolvent` is the induction for $I_k$. Within it, `hzero` is the vanishing of $\oint z^k\,dz$, `hmul` takes the constant factor $a$ out of the integral, and `hstep` applies the resolvent equation under the integral sign.

`norm_pow_le_radius` bounds the integrand in `hb`, applies the length estimate and cancels $2\pi$. In `norm_pow_le`, `hK` proves $K\ge0$ from $z=2$, `hexp` proves $r^{k+1}\le e$, and `hq` simplifies $K/(r-1)$ to $K(k+1)$. `matrix_norm_pow_le` then translates the matrix inverse into the algebra's resolvent and applies the general theorem.

`kreissBound_of_mul_self_eq_zero` supplies a family of examples and is not used in the main argument. When $a^2=0$, multiplication on both sides confirms that
$$R(z)=\frac1z+\frac{a}{z^2}.$$
For $|z|>1$, both $1/|z|$ and $1/|z|^2$ are at most $1/(|z|-1)$, so the condition holds with $K=\|1\|+\|a\|$. For the two-by-two matrix at the start, this is $K=1+|g|$.
